# Scattering length and effective range of the s-wave delta shell

One way to read the effective range of a short-range potential off computed s-wave phase shifts δ at small wave numbers k is to subtract from k cot δ its zero-energy limit, if that is finite, divide by k² and double the quotient. At very small k rounding errors can swamp the quotient; at larger k higher powers of k contaminate it. A model whose limit is known exactly gives such a calculation a value to be compared with.

## Two limits of k cot δ

A particle of mass m scatters in the s wave from a thin spherical shell of radius R > 0. The radial function u vanishes at r = 0 and obeys

−u″ + c δ(r−R) u = k² u,

where k > 0 is the wave number and c ≠ 0 is the shell strength with 2m/ħ² absorbed, an inverse length. Outside the shell u is proportional to sin(kr+δ), where δ is the phase shift, written δ(k) in the Lean comments when its dependence on k matters; only δ(r−R) is the Dirac delta function. As k decreases to 0,

k cot δ → g₀ = −(1+cR)/(cR²)

(k cot δ − g₀)/k² → (R − 1/c)/3.

In the convention k cot δ = −1/a + r₀k²/2 + …, the scattering length is a = cR²/(1+cR) if 1+cR ≠ 0, and the effective range is r₀ = (2R/3)(2 − R/a). At the zero-energy resonance 1+cR = 0, r₀ = 4R/3.

## Reference values for a radial solver

The limits give reference values for low-energy phase-shift extraction, for this single-channel, s-wave model only. A given a and r₀ need not fix the shell: a = 2/3 and r₀ = 1/3 belong both to R = 1, c = 2 and to R = 1/3, c = −6.

Take R = 1 and c = 2. Then g₀ = −3/2 and the k² coefficient is 1/6, so a = 2/3 and r₀ = 1/3. At k = 0.1, k²/(c sin² k) ≈ 0.501670 and k cot k ≈ 0.996664. Hence k cot δ ≈ −1.498334, and the quotient is about 0.1666, close to 1/6.

## From the slope jump to the k² coefficient

Let u = A sin(kr) inside, with A ≠ 0, and B sin(kr+δ) outside. Write s = sin(kR) and C = cos(kR), with s ≠ 0. Continuity and the slope jump c·u(R) read

B sin(kR+δ) = A s

B k cos(kR+δ) − A k C = c A s.

Multiply the second by s and subtract kC times the first:

−B k sin δ = c A s².

The right side is nonzero, so B ≠ 0 and sin δ ≠ 0. Continuity times cs gives c s B sin(kR+δ) = c A s² = −B k sin δ. Cancel B and expand the sine:

c s (s cos δ + C sin δ) + k sin δ = 0.

Multiplying by k/(c s² sin δ) gives

k cot δ = g(k) = −k²/(c s²) − k cot(kR).

Conversely, if sin δ ≠ 0 and this holds, choose A = sin(kR+δ) and B = s. Continuity is immediate. The polynomial equation gives c s A = −k sin δ, so A ≠ 0, and the slope jump is k(s cos(kR+δ) − C sin(kR+δ)) = −k sin δ = c A s.

For the limits put x = kR and

P = (x − sin x)/x³, Q = (1 − cos x)/x², S = sin x/x = 1 − x²P.

For 0 < x < 1, sin x differs from x − x³/6, and cos x from 1 − x²/2, by at most x⁴. So P → 1/6, Q → 1/2 and S → 1. Since g₀ = −1/(cR²) − 1/R,

(g − g₀)/k² = −(1/c)(1/sin² x − 1/x²) + R(1/x² − cos x/(x sin x))

= −(1/c) P(1+S)/S² + R(Q − P)/S

→ −1/(3c) + R/3.

Multiplying by k² shows that g → g₀. Finally, 1/c = R²/a − R turns the coefficient into r₀/2; at resonance 1/c = −R gives 2R/3.

## The Lean file

```lean
import Mathlib

open Filter
open scoped Topology Real

namespace DeltaShell

noncomputable section

/-- Free s-wave radial function `A sin(kr + δ)` with wave number `k`, phase `δ` and
amplitude `A`. -/
def wave (k δ A r : ℝ) : ℝ := A * Real.sin (k * r + δ)

/-- `δ` is a phase shift of the shell potential `c δ(r - R)` at wave number `k`: an interior wave
`A sin(kr)` with `A ≠ 0` joins an exterior wave `B sin(kr + δ)` continuously at `R`, and the slope
jumps there by `c` times the value of the wave. -/
def IsPhaseShift (c R k δ : ℝ) : Prop :=
  ∃ A B : ℝ, A ≠ 0 ∧ wave k δ B R = wave k 0 A R ∧
    deriv (wave k δ B) R - deriv (wave k 0 A) R = c * wave k 0 A R

/-- The function `-k² / (c sin²(kR)) - k cot(kR)` of the wave number, for `c ≠ 0` and
`sin(kR) ≠ 0`. -/
def shellFunction (c R k : ℝ) : ℝ :=
  -k ^ 2 / (c * Real.sin (k * R) ^ 2) - k * Real.cot (k * R)

/-- The slope of the free wave `A sin(kr + δ)` is `A k cos(kr + δ)`. -/
theorem hasDerivAt_wave (k δ A r : ℝ) :
    HasDerivAt (wave k δ A) (A * (k * Real.cos (k * r + δ))) r := by
  have h1 : HasDerivAt (fun r : ℝ => k * r + δ) k r :=
    (((hasDerivAt_id' r).const_mul k).add_const δ).congr_deriv (by ring)
  exact (h1.sin.const_mul A).congr_deriv (by ring)

/-- For `c ≠ 0`, `k > 0` and `sin(kR) ≠ 0`, the phase shifts of the delta shell are exactly the
angles with `sin δ ≠ 0` and `k cot δ = -k² / (c sin²(kR)) - k cot(kR)`. -/
theorem isPhaseShift_iff {c R k δ : ℝ} (hc : c ≠ 0) (hk : 0 < k)
    (hs : Real.sin (k * R) ≠ 0) :
    IsPhaseShift c R k δ ↔
      Real.sin δ ≠ 0 ∧ k * Real.cot δ = shellFunction c R k := by
  have hd : ∀ δ A, deriv (wave k δ A) R = A * (k * Real.cos (k * R + δ)) :=
    fun δ A => (hasDerivAt_wave k δ A R).deriv
  have hsc := Real.sin_sq_add_cos_sq (k * R)
  have hk0 : k ≠ 0 := hk.ne'
  simp only [IsPhaseShift, hd]
  simp only [wave, add_zero, shellFunction, Real.cot_eq_cos_div_sin]
  simp only [Real.sin_add, Real.cos_add]
  generalize Real.sin (k * R) = s at *
  generalize Real.cos (k * R) = C at *
  generalize Real.sin δ = p at *
  generalize Real.cos δ = q at *
  -- the cotangent formula, cleared of denominators, is the vanishing of one polynomial
  have hdiff : p ≠ 0 → k * (q / p) - (-k ^ 2 / (c * s ^ 2) - k * (C / s)) =
      k * (c * s * (s * q + C * p) + k * p) / (c * s ^ 2 * p) := by
    intro hp
    field_simp
    ring
  constructor
  · rintro ⟨A, B, hA, h1, h2⟩
    -- eliminate the cosine of the total phase
    have h3 : -(B * k * p) = c * A * s ^ 2 := by
      linear_combination s * h2 - k * C * h1 + B * k * p * hsc
    have h4 : c * A * s ^ 2 ≠ 0 := mul_ne_zero (mul_ne_zero hc hA) (pow_ne_zero 2 hs)
    have hp : p ≠ 0 := by
      intro h
      apply h4
      rw [← h3, h]
      ring
    have hB : B ≠ 0 := by
      intro h
      apply h4
      rw [← h3, h]
      ring
    have h5 : B * (c * s * (s * q + C * p) + k * p) = 0 := by
      linear_combination c * s * h1 - h3
    have h6 := (mul_eq_zero.mp h5).resolve_left hB
    refine ⟨hp, sub_eq_zero.mp ?_⟩
    rw [hdiff hp, h6, mul_zero, zero_div]
  · rintro ⟨hp, h⟩
    have h0 := hdiff hp
    rw [h, sub_self] at h0
    have hD : c * s ^ 2 * p ≠ 0 := mul_ne_zero (mul_ne_zero hc (pow_ne_zero 2 hs)) hp
    have hX := (mul_eq_zero.mp ((div_eq_zero_iff.mp h0.symm).resolve_right hD)).resolve_left hk0
    -- amplitudes that make the wave continuous
    refine ⟨s * q + C * p, s, ?_, by ring, ?_⟩
    · intro hA
      rw [hA, mul_zero, zero_add] at hX
      exact mul_ne_zero hk0 hp hX
    · linear_combination -hX - k * p * hsc

/-- For `c ≠ 0`, `k > 0` and `sin(kR) ≠ 0` the delta shell has a phase shift, given explicitly
by an arctangent. -/
theorem isPhaseShift_arctan {c R k : ℝ} (hc : c ≠ 0) (hk : 0 < k)
    (hs : Real.sin (k * R) ≠ 0) :
    IsPhaseShift c R k (π / 2 - Real.arctan (shellFunction c R k / k)) := by
  refine (isPhaseShift_iff hc hk hs).2 ⟨?_, ?_⟩
  · rw [Real.sin_pi_div_two_sub]
    exact (Real.cos_arctan_pos _).ne'
  · rw [Real.cot_eq_cos_div_sin, Real.cos_pi_div_two_sub, Real.sin_pi_div_two_sub,
      ← Real.tan_eq_sin_div_cos, Real.tan_arctan, ← mul_div_assoc,
      mul_div_cancel_left₀ _ hk.ne']

/-- As `x` decreases to zero, `(x - sin x)/x³` tends to `1/6` and `(1 - cos x)/x²` to `1/2`. -/
theorem trig_limits :
    Tendsto (fun x : ℝ => (x - Real.sin x) / x ^ 3) (𝓝[>] 0) (𝓝 (1 / 6)) ∧
    Tendsto (fun x : ℝ => (1 - Real.cos x) / x ^ 2) (𝓝[>] 0) (𝓝 (1 / 2)) := by
  have key : ∀ (f : ℝ → ℝ) (L : ℝ), (∀ x, 0 < x → x < 1 → |f x - L| ≤ x) →
      Tendsto f (𝓝[>] 0) (𝓝 L) := by
    intro f L h
    have hx : Tendsto (fun x : ℝ => x) (𝓝[>] 0) (𝓝 0) :=
      tendsto_id.mono_left nhdsWithin_le_nhds
    refine tendsto_sub_nhds_zero_iff.1 (squeeze_zero_norm' ?_ hx)
    filter_upwards [Ioo_mem_nhdsGT (zero_lt_one : (0 : ℝ) < 1)] with x hx
    exact h x hx.1 hx.2
  constructor
  · refine key _ _ fun x h0 h1 => ?_
    have hb := Real.sin_bound (x := x) (by rw [abs_of_pos h0]; exact h1.le)
    rw [abs_of_pos h0] at hb
    have e : (x - Real.sin x) / x ^ 3 - 1 / 6 =
        -(Real.sin x - (x - x ^ 3 / 6)) / x ^ 3 := by
      field_simp
      ring
    rw [e, abs_div, abs_neg, abs_of_pos (pow_pos h0 3), div_le_iff₀ (pow_pos h0 3)]
    nlinarith [pow_pos h0 4]
  · refine key _ _ fun x h0 h1 => ?_
    have hb := Real.cos_bound (x := x) (by rw [abs_of_pos h0]; exact h1.le)
    rw [abs_of_pos h0] at hb
    have e : (1 - Real.cos x) / x ^ 2 - 1 / 2 =
        -(Real.cos x - (1 - x ^ 2 / 2)) / x ^ 2 := by
      field_simp
      ring
    rw [e, abs_div, abs_neg, abs_of_pos (pow_pos h0 2), div_le_iff₀ (pow_pos h0 2)]
    nlinarith [pow_pos h0 3, pow_pos h0 4, mul_pos (pow_pos h0 3) (sub_pos.2 h1)]

/-- For `c ≠ 0` and `R > 0`, the shell function minus `-(1 + cR)/(cR²)`, divided by `k²`, tends
to `(R - 1/c)/3` as `k` decreases to zero. -/
theorem tendsto_shellFunction {c R : ℝ} (hc : c ≠ 0) (hR : 0 < R) :
    Tendsto (fun k => (shellFunction c R k - -(1 + c * R) / (c * R ^ 2)) / k ^ 2)
      (𝓝[>] 0) (𝓝 ((R - 1 / c) / 3)) := by
  obtain ⟨hP, hQ⟩ := trig_limits
  have hx : Tendsto (fun x : ℝ => x) (𝓝[>] 0) (𝓝 0) :=
    tendsto_id.mono_left nhdsWithin_le_nhds
  have hS : Tendsto (fun x : ℝ => Real.sin x / x) (𝓝[>] 0) (𝓝 1) := by
    have h := ((hx.pow 2).mul hP).const_sub 1
    rw [show (1 : ℝ) - 0 ^ 2 * (1 / 6) = 1 by norm_num] at h
    refine h.congr' ?_
    filter_upwards [self_mem_nhdsWithin] with x hx
    have hx0 : x ≠ 0 := ne_of_gt hx
    field_simp
    ring
  have hkR : Tendsto (fun k : ℝ => k * R) (𝓝[>] 0) (𝓝[>] 0) := by
    refine tendsto_nhdsWithin_iff.2 ⟨?_, ?_⟩
    · have h := hx.mul_const R
      rwa [zero_mul] at h
    · filter_upwards [self_mem_nhdsWithin] with k hk
      exact mul_pos hk hR
  -- the quotient is a rational expression in the three elementary limits
  have hF := (((hP.mul (hS.const_add 1)).div (hS.pow 2) (by norm_num)).const_mul
    (-(1 / c))).sub (((hP.sub hQ).div hS one_ne_zero).const_mul R)
  have hlim : (R - 1 / c) / 3 =
      -(1 / c) * (1 / 6 * (1 + 1) / 1 ^ 2) - R * ((1 / 6 - 1 / 2) / 1) := by ring
  rw [hlim]
  refine (hF.comp hkR).congr' ?_
  filter_upwards [Ioo_mem_nhdsGT (div_pos Real.pi_pos hR)] with k hk
  have hk0 : k ≠ 0 := hk.1.ne'
  have hR0 : R ≠ 0 := hR.ne'
  have hs : Real.sin (k * R) ≠ 0 :=
    (Real.sin_pos_of_pos_of_lt_pi (mul_pos hk.1 hR) ((lt_div_iff₀ hR).1 hk.2)).ne'
  simp only [Function.comp_apply, Pi.div_apply, shellFunction, Real.cot_eq_cos_div_sin]
  generalize Real.sin (k * R) = s at *
  generalize Real.cos (k * R) = C at *
  field_simp
  ring

/-- Effective-range expansion of the delta shell with `c ≠ 0`, `R > 0`: for phase shifts `δ(k)`
on `0 < k < π/R`, `k cot δ(k)` tends to `-(1 + cR)/(cR²)` as `k` decreases to zero, and the
remainder divided by `k²` tends to `(R - 1/c)/3`. -/
theorem effective_range {c R : ℝ} (hc : c ≠ 0) (hR : 0 < R) (δ : ℝ → ℝ)
    (hδ : ∀ k, 0 < k → k < π / R → IsPhaseShift c R k (δ k)) :
    Tendsto (fun k => k * Real.cot (δ k)) (𝓝[>] 0) (𝓝 (-(1 + c * R) / (c * R ^ 2))) ∧
    Tendsto (fun k => (k * Real.cot (δ k) - -(1 + c * R) / (c * R ^ 2)) / k ^ 2)
      (𝓝[>] 0) (𝓝 ((R - 1 / c) / 3)) := by
  have h2 : Tendsto (fun k => (k * Real.cot (δ k) - -(1 + c * R) / (c * R ^ 2)) / k ^ 2)
      (𝓝[>] 0) (𝓝 ((R - 1 / c) / 3)) := by
    refine (tendsto_shellFunction hc hR).congr' ?_
    filter_upwards [Ioo_mem_nhdsGT (div_pos Real.pi_pos hR)] with k hk
    have hs : Real.sin (k * R) ≠ 0 :=
      (Real.sin_pos_of_pos_of_lt_pi (mul_pos hk.1 hR) ((lt_div_iff₀ hR).1 hk.2)).ne'
    rw [((isPhaseShift_iff hc hk.1 hs).1 (hδ k hk.1 hk.2)).2]
  refine ⟨?_, h2⟩
  -- the remainder is `k²` times a convergent quantity
  have hx : Tendsto (fun x : ℝ => x) (𝓝[>] 0) (𝓝 0) :=
    tendsto_id.mono_left nhdsWithin_le_nhds
  have h1 := ((hx.pow 2).mul h2).const_add (-(1 + c * R) / (c * R ^ 2))
  rw [zero_pow two_ne_zero, zero_mul, add_zero] at h1
  refine h1.congr' ?_
  filter_upwards [self_mem_nhdsWithin] with k hk
  have hk0 : k ≠ 0 := ne_of_gt hk
  rw [← mul_div_assoc, mul_div_cancel_left₀ _ (pow_ne_zero 2 hk0)]
  ring

/-- Let `c ≠ 0`, `R > 0` and let the length `a` satisfy `a(1 + cR) = cR²`. For phase shifts `δ(k)`
of the delta shell on `0 < k < π/R`, `(k cot δ(k) + 1/a)/k²` tends to half of `(2R/3)(2 - R/a)` as
`k` decreases to zero. -/
theorem effective_range_of_scattering_length {c R a : ℝ} (hc : c ≠ 0) (hR : 0 < R)
    (ha : a * (1 + c * R) = c * R ^ 2) (δ : ℝ → ℝ)
    (hδ : ∀ k, 0 < k → k < π / R → IsPhaseShift c R k (δ k)) :
    Tendsto (fun k => (k * Real.cot (δ k) + 1 / a) / k ^ 2)
      (𝓝[>] 0) (𝓝 (2 * R / 3 * (2 - R / a) / 2)) := by
  have hcR : c * R ^ 2 ≠ 0 := mul_ne_zero hc (pow_ne_zero 2 hR.ne')
  have ha0 : a ≠ 0 := by
    intro h
    rw [h, zero_mul] at ha
    exact hcR ha.symm
  have h1 : -(1 + c * R) / (c * R ^ 2) = -(1 / a) := by
    rw [neg_div, neg_inj, div_eq_div_iff hcR ha0]
    linear_combination ha
  have h3 : 1 / c = R ^ 2 / a - R := by
    rw [eq_sub_iff_add_eq, div_add' _ _ _ hc, div_eq_div_iff hc ha0]
    linear_combination ha
  have h2 : (R - 1 / c) / 3 = 2 * R / 3 * (2 - R / a) / 2 := by
    rw [h3]
    ring
  have h := (effective_range hc hR δ hδ).2
  rw [h1, h2] at h
  simpa only [sub_neg_eq_add] using h

/-- For an attractive delta shell of radius `R > 0` with `1 + cR = 0` and phase shifts `δ(k)` on
`0 < k < π/R`, the ratio `k cot δ(k) / k²` tends to half of `4R/3` as `k` decreases to zero. -/
theorem effective_range_at_resonance {c R : ℝ} (hR : 0 < R) (hres : 1 + c * R = 0)
    (δ : ℝ → ℝ) (hδ : ∀ k, 0 < k → k < π / R → IsPhaseShift c R k (δ k)) :
    Tendsto (fun k => k * Real.cot (δ k) / k ^ 2) (𝓝[>] 0) (𝓝 (4 * R / 3 / 2)) := by
  have hc : c ≠ 0 := by
    intro h
    rw [h, zero_mul, add_zero] at hres
    exact one_ne_zero hres
  have h1 : 1 / c = -R := by
    rw [div_eq_iff hc]
    linear_combination hres
  have h2 : (R - 1 / c) / 3 = 4 * R / 3 / 2 := by
    rw [h1]
    ring
  have h := (effective_range hc hR δ hδ).2
  rw [hres, h2] at h
  simpa only [neg_zero, zero_div, sub_zero] using h

end

end DeltaShell
```

```lean
#print axioms DeltaShell.isPhaseShift_arctan
#print axioms DeltaShell.effective_range_of_scattering_length
#print axioms DeltaShell.effective_range_at_resonance
```

```
'DeltaShell.isPhaseShift_arctan' depends on axioms: [propext, Classical.choice, Quot.sound]
'DeltaShell.effective_range_of_scattering_length' depends on axioms: [propext, Classical.choice, Quot.sound]
'DeltaShell.effective_range_at_resonance' depends on axioms: [propext, Classical.choice, Quot.sound]
```

## Phase shifts as matching conditions

`IsPhaseShift c R k δ` says that amplitudes A ≠ 0 and B satisfy the two matching conditions, with `deriv` taken of each sine at R. `isPhaseShift_iff` is the equivalence with the cotangent formula: `linear_combination` performs the eliminations, and `hdiff` clears the denominators. `hasDerivAt_wave` supplies the slopes.

`trig_limits` squeezes P and Q between Taylor bounds. `tendsto_shellFunction` combines them, with `field_simp` and `ring` checking the quotient identity; `shellFunction` is g, and `𝓝[>] 0` means k decreasing to 0. `effective_range` carries the result over to phase shifts, and the last two theorems substitute for 1/c.

In `effective_range`, δ is any function that gives a phase shift for every 0 < k < π/R; it need not be continuous, and `isPhaseShift_arctan` provides one. In `effective_range_of_scattering_length` the equation `ha` defines a and excludes the resonance.

The step from the Schrödinger equation with a delta function to the sine waves and matching conditions is assumed. The limits carry no error estimate at finite k, so they don't say how small k must be in a fit.
